# For a Hermitian self-energy, averaging over orbital energies gives the Hermitian potential of least squared gradient length

In a quasiparticle self-consistent GW calculation, each cycle replaces the frequency-dependent self-energy by a static Hermitian matrix, from which the next one-particle Hamiltonian is built. A common choice averages each matrix element over the energies of its two orbitals. For a finite orbital set and a self-energy that is Hermitian at every real frequency, this average is the Hermitian potential closest to the self-energy in the least-squares sense defined below.

Write S(w) for the self-energy matrix at real frequency w, and e_i for the real energy of orbital i. In Lean these are `S : ℝ → Matrix n n ℂ` and `e : n → ℝ`, with the orbitals labelled by the type `n`. A GW self-energy on the real axis generally also has an anti-Hermitian part, which describes finite lifetimes; S then stands for its Hermitian part.

```lean
import Mathlib

open Matrix

namespace QuasiparticleSelfConsistency

noncomputable section

variable {n : Type*}
```

## The averaged potential and its Hermiticity

The candidate potential V⁰ has the elements

V⁰_ij = (S_ij(e_i) + S_ij(e_j))/2.

On the diagonal this is S_ii(e_i), the self-energy at the orbital's own energy.

```lean
/-- The static quasiparticle self-consistent potential: each matrix element is the average of
the self-energy element at the energies of its two orbitals. -/
def qsPotential (S : ℝ → Matrix n n ℂ) (e : n → ℝ) : Matrix n n ℂ :=
  Matrix.of fun i j => (S (e i) i j + S (e j) i j) / 2
```

Let a star denote complex conjugation. Hermiticity of S(w) means S_ji(w)* = S_ij(w), so

(V⁰_ji)* = (S_ji(e_j)* + S_ji(e_i)*)/2 = (S_ij(e_j) + S_ij(e_i))/2 = V⁰_ij.

The hypothesis `hS` supplies Hermiticity at every real w. The proof uses it at e_i and e_j, and `add_comm` restores the order of the two terms.

```lean
/-- For a Hermitian self-energy the quasiparticle self-consistent potential is Hermitian. -/
theorem qsPotential_isHermitian {S : ℝ → Matrix n n ℂ} (hS : ∀ w, (S w).IsHermitian)
    (e : n → ℝ) : (qsPotential S e).IsHermitian := by
  refine Matrix.IsHermitian.ext fun i j => ?_
  simp only [qsPotential, Matrix.of_apply]
  rw [← (hS (e i)).apply i j, ← (hS (e j)).apply i j]
  simp [add_comm]
```

## The length to be minimized

For a static potential V, define

F(V) = ∑_ij |S_ij(e_i) − V_ij|².

The name "gradient" treats the mismatch between self-energy and potential as the gradient of an energy functional. No functional is used here: the formula is the definition, with row i evaluated at e_i and all elements weighted equally. Without the Hermitian constraint, V_ij = S_ij(e_i) would make F zero, but that matrix is generally not Hermitian.

```lean
variable [Fintype n]

/-- The squared gradient length of a static potential `V`: the summed squared deviation of `V`
from the self-energy, with row `i` evaluated at the energy of orbital `i`. -/
def gradientSq (S : ℝ → Matrix n n ℂ) (e : n → ℝ) (V : Matrix n n ℂ) : ℝ :=
  ∑ i, ∑ j, ‖S (e i) i j - V i j‖ ^ 2
```

The part that no Hermitian V can remove will turn out to be

R = ∑_ij |S_ij(e_i) − S_ij(e_j)|²/4.

```lean
/-- One quarter of the summed squared change of the self-energy elements between the energies
of their two orbitals. -/
def dynamicalResidual (S : ℝ → Matrix n n ℂ) (e : n → ℝ) : ℝ :=
  ∑ i, ∑ j, ‖S (e i) i j - S (e j) i j‖ ^ 2 / 4
```

## Two facts about squared moduli

Let a and b be complex numbers with midpoint m, so that a + b = 2m, and put d = (a − b)/2. For any complex v, a − v = (m − v) + d and b − v = (m − v) − d. The cross terms cancel in the sum of squares:

|a − v|² + |b − v|² = 2|m − v|² + 2|d|² = 2|v − m|² + |a − b|²/2.

The Lean proof eliminates b, expands into real and imaginary parts, and leaves the polynomial identity to `ring`.

```lean
/-- Parallelogram identity for two complex numbers with midpoint `m`, seen from `v`. -/
lemma midpoint_identity (a b m v : ℂ) (h : a + b = m + m) :
    ‖a - v‖ ^ 2 + ‖b - v‖ ^ 2 = 2 * ‖v - m‖ ^ 2 + ‖a - b‖ ^ 2 / 2 := by
  have hb : b = m + m - a := by linear_combination h
  rw [hb]
  simp only [Complex.sq_norm, Complex.normSq_apply, Complex.sub_re, Complex.sub_im,
    Complex.add_re, Complex.add_im]
  ring
```

A sum of non-negative terms is zero only if each term is zero. Applied first to the rows and then within each row, this shows that ∑_ij |f_ij|² = 0 exactly when every f_ij is zero.

```lean
/-- The summed squared moduli of the elements of a matrix vanish exactly when all elements do. -/
lemma sum_normSq_eq_zero (f : n → n → ℂ) :
    ∑ i, ∑ j, ‖f i j‖ ^ 2 = 0 ↔ ∀ i j, f i j = 0 := by
  constructor
  · intro h i j
    have hn : ∀ i ∈ (Finset.univ : Finset n), 0 ≤ ∑ j, ‖f i j‖ ^ 2 :=
      fun i _ => by positivity
    have h1 := (Finset.sum_eq_zero_iff_of_nonneg hn).1 h i (Finset.mem_univ i)
    have hm : ∀ j ∈ (Finset.univ : Finset n), 0 ≤ ‖f i j‖ ^ 2 :=
      fun j _ => by positivity
    have h2 := (Finset.sum_eq_zero_iff_of_nonneg hm).1 h1 j (Finset.mem_univ j)
    simpa using h2
  · intro h
    simp [h]
```

## Row energies or column energies

Let V be Hermitian. Exchanging the summation labels and then conjugating inside the modulus gives

F(V) = ∑_ij |S_ji(e_j) − V_ji|² = ∑_ij |S_ij(e_j) − V_ij|².

Evaluating each element at its column energy therefore gives the same length. `Finset.sum_comm` exchanges the labels, and `norm_star` says that conjugation preserves the modulus.

```lean
/-- For a Hermitian self-energy and a Hermitian potential, the squared gradient length is the same
whether the self-energy is evaluated at the energy of the row orbital or of the column orbital. -/
theorem gradientSq_column {S : ℝ → Matrix n n ℂ} (hS : ∀ w, (S w).IsHermitian)
    (e : n → ℝ) {V : Matrix n n ℂ} (hV : V.IsHermitian) :
    gradientSq S e V = ∑ i, ∑ j, ‖S (e j) i j - V i j‖ ^ 2 := by
  unfold gradientSq
  rw [Finset.sum_comm]
  refine Finset.sum_congr rfl fun i _ => Finset.sum_congr rfl fun j _ => ?_
  rw [← (hS (e j)).apply i j, ← hV.apply i j, ← star_sub, norm_star]
```

## Splitting off the unavoidable part

Add the row and column forms of F(V), and apply the midpoint identity to each element with a = S_ij(e_i), b = S_ij(e_j), m = V⁰_ij and v = V_ij:

2F(V) = 2∑_ij |V_ij − V⁰_ij|² + ∑_ij |S_ij(e_i) − S_ij(e_j)|²/2.

The last sum is 2R, so

F(V) = ∑_ij |V_ij − V⁰_ij|² + R.

In the code, `key` is the doubled equation, and the final `linarith` halves it using the equality of the two forms.

```lean
/-- For a Hermitian self-energy, the squared gradient length of a Hermitian potential is its squared
distance from the quasiparticle self-consistent potential plus a residual that does not depend on
it. -/
theorem gradientSq_decomposition {S : ℝ → Matrix n n ℂ} (hS : ∀ w, (S w).IsHermitian)
    (e : n → ℝ) {V : Matrix n n ℂ} (hV : V.IsHermitian) :
    gradientSq S e V =
      ∑ i, ∑ j, ‖V i j - qsPotential S e i j‖ ^ 2 + dynamicalResidual S e := by
  have hs := gradientSq_column hS e hV
  -- add the row and column forms and use the parallelogram identity entry by entry
  have key : gradientSq S e V + ∑ i, ∑ j, ‖S (e j) i j - V i j‖ ^ 2 =
      2 * ∑ i, ∑ j, ‖V i j - qsPotential S e i j‖ ^ 2 + 2 * dynamicalResidual S e := by
    unfold gradientSq dynamicalResidual
    simp only [Finset.mul_sum, ← Finset.sum_add_distrib]
    refine Finset.sum_congr rfl fun i _ => Finset.sum_congr rfl fun j _ => ?_
    have h := midpoint_identity (S (e i) i j) (S (e j) i j) (qsPotential S e i j) (V i j)
      (by simp only [qsPotential, Matrix.of_apply]; ring)
    linarith
  linarith
```

## The unique minimizer

Setting V = V⁰ gives F(V⁰) = R. Any other Hermitian V differs from V⁰ in at least one element, so its squared distance from V⁰ is positive and F(V) > R.

The theorem states three things: V⁰ is Hermitian, its squared gradient length is R, and every Hermitian V ≠ V⁰ has a strictly larger one. Both S and e are held fixed, so the result concerns a single update. It does not address convergence of the cycle, in which the new potential changes the orbitals, the energies and the self-energy.

```lean
/-- For a Hermitian self-energy, among Hermitian static potentials, the quasiparticle
self-consistent potential is the unique minimizer of the squared gradient length, and the minimum is
the dynamical residual. -/
theorem qsPotential_unique_minimizer {S : ℝ → Matrix n n ℂ}
    (hS : ∀ w, (S w).IsHermitian) (e : n → ℝ) :
    (qsPotential S e).IsHermitian ∧
      gradientSq S e (qsPotential S e) = dynamicalResidual S e ∧
      ∀ V : Matrix n n ℂ, V.IsHermitian → V ≠ qsPotential S e →
        gradientSq S e (qsPotential S e) < gradientSq S e V := by
  have h0 : gradientSq S e (qsPotential S e) = dynamicalResidual S e := by
    rw [gradientSq_decomposition hS e (qsPotential_isHermitian hS e)]
    simp
  refine ⟨qsPotential_isHermitian hS e, h0, fun V hV hne => ?_⟩
  rw [h0, gradientSq_decomposition hS e hV]
  -- the squared distance between two different potentials is strictly positive
  have hnonneg : 0 ≤ ∑ i, ∑ j, ‖V i j - qsPotential S e i j‖ ^ 2 := by positivity
  have hpos : ∑ i, ∑ j, ‖V i j - qsPotential S e i j‖ ^ 2 ≠ 0 := by
    intro h
    apply hne
    ext i j
    exact sub_eq_zero.1 ((sum_normSq_eq_zero fun i j => V i j - qsPotential S e i j).1 h i j)
  have hlt := lt_of_le_of_ne hnonneg (Ne.symm hpos)
  linarith
```

## When the minimum is zero

Since R is a quarter of a sum of squared moduli, it vanishes exactly when

S_ij(e_i) = S_ij(e_j) for all i, j.

Diagonal elements satisfy this automatically. With a single orbital nothing else remains: V⁰ is the number S(e) at that orbital's energy, and the minimum is zero. The same happens for any number of orbitals if all their energies coincide, or if S does not depend on frequency.

```lean
/-- For a Hermitian self-energy, the minimal gradient length vanishes exactly when every self-energy
element takes the same value at the energies of its two orbitals. -/
theorem minimum_eq_zero_iff {S : ℝ → Matrix n n ℂ} (hS : ∀ w, (S w).IsHermitian)
    (e : n → ℝ) :
    gradientSq S e (qsPotential S e) = 0 ↔ ∀ i j, S (e i) i j = S (e j) i j := by
  have hr : dynamicalResidual S e = (∑ i, ∑ j, ‖S (e i) i j - S (e j) i j‖ ^ 2) / 4 := by
    simp only [dynamicalResidual, Finset.sum_div]
  have hz := sum_normSq_eq_zero fun i j => S (e i) i j - S (e j) i j
  rw [(qsPotential_unique_minimizer hS e).2.1, hr]
  constructor
  · intro h i j
    exact sub_eq_zero.1 (hz.1 (by linarith) i j)
  · intro h
    rw [hz.2 fun i j => sub_eq_zero.2 (h i j), zero_div]
```

## A bound from the frequency dependence

Suppose a real number L satisfies

|S_ij(e_i) − S_ij(e_j)| ≤ L|e_i − e_j| for all i, j.

This assumed constant bounds the average rate of change of each element from one orbital energy to the other, not its slope at the frequencies in between; a nearby pole of the self-energy can force it to be large. Squaring, dividing by 4 and summing gives

F(V⁰) ≤ (L²/4) ∑_ij (e_i − e_j)².

```lean
/-- If the elements of a Hermitian self-energy change between the orbital energies at a rate of at
most `L`, the minimal squared gradient length is at most `L² / 4` times the squared energy gaps
summed over all ordered pairs of orbitals. -/
theorem minimum_le_of_slope_bound {S : ℝ → Matrix n n ℂ} (hS : ∀ w, (S w).IsHermitian)
    (e : n → ℝ) (L : ℝ)
    (hL : ∀ i j, ‖S (e i) i j - S (e j) i j‖ ≤ L * |e i - e j|) :
    gradientSq S e (qsPotential S e) ≤ L ^ 2 / 4 * ∑ i, ∑ j, (e i - e j) ^ 2 := by
  rw [(qsPotential_unique_minimizer hS e).2.1]
  simp only [dynamicalResidual, Finset.mul_sum]
  refine Finset.sum_le_sum fun i _ => Finset.sum_le_sum fun j _ => ?_
  have h := pow_le_pow_left₀ (norm_nonneg _) (hL i j) 2
  rw [mul_pow, sq_abs] at h
  linarith
```

## Two levels with a nonzero minimum

Take two orbitals, labelled 0 and 1 as in Lean, with S_00 = S_11 = 0 and S_01(w) = S_10(w) = w. This matrix is chosen for simple arithmetic and is not a physically admissible self-energy: its off-diagonal elements grow without limit as the frequency increases.

```lean
/-- A two-level self-energy whose off-diagonal element equals the frequency. -/
def twoLevelSigma (w : ℝ) : Matrix (Fin 2) (Fin 2) ℂ :=
  !![0, (w : ℂ); (w : ℂ), 0]
```

For energies e_0 = a and e_1 = b, each off-diagonal element contributes (a − b)²/4 to R, so the minimum is (a − b)²/2.

With a = 1 and b = 3, in arbitrary energy units, V⁰_01 = V⁰_10 = 2 and

F(V⁰) = |1 − 2|² + |3 − 2|² = 2.

If both off-diagonal elements of V are 1 instead, and its diagonal is zero, then F(V) = |1 − 1|² + |3 − 1|² = 4. The excess of 2 is the squared distance of V from V⁰, as the decomposition requires.

The Lean proof checks Hermiticity element by element, replaces the minimum by R, and evaluates the four terms.

```lean
/-- The two-level self-energy is Hermitian, and for orbital energies `a` and `b` its minimal
squared gradient length is `(a - b)² / 2`. -/
theorem twoLevelSigma_witness (a b : ℝ) :
    (∀ w, (twoLevelSigma w).IsHermitian) ∧
      gradientSq twoLevelSigma ![a, b] (qsPotential twoLevelSigma ![a, b]) =
        (a - b) ^ 2 / 2 := by
  have hH : ∀ w, (twoLevelSigma w).IsHermitian := by
    intro w
    refine Matrix.IsHermitian.ext fun i j => ?_
    fin_cases i <;> fin_cases j <;> simp [twoLevelSigma]
  have hn : ∀ x y : ℝ, ‖(x : ℂ) - (y : ℂ)‖ ^ 2 = (x - y) ^ 2 := by
    intro x y
    rw [← Complex.ofReal_sub, Complex.norm_real, Real.norm_eq_abs, sq_abs]
  refine ⟨hH, ?_⟩
  rw [(qsPotential_unique_minimizer hH ![a, b]).2.1]
  simp [dynamicalResidual, twoLevelSigma, Fin.sum_univ_two, hn]
  ring

end

end QuasiparticleSelfConsistency
```

```lean
#print axioms QuasiparticleSelfConsistency.gradientSq_column
-- 'QuasiparticleSelfConsistency.gradientSq_column' depends on axioms: [propext, Classical.choice, Quot.sound]
#print axioms QuasiparticleSelfConsistency.minimum_eq_zero_iff
-- 'QuasiparticleSelfConsistency.minimum_eq_zero_iff' depends on axioms: [propext, Classical.choice, Quot.sound]
#print axioms QuasiparticleSelfConsistency.minimum_le_of_slope_bound
-- 'QuasiparticleSelfConsistency.minimum_le_of_slope_bound' depends on axioms: [propext, Classical.choice, Quot.sound]
```
